# Near a self-energy pole with nonzero residue, the linearized quasiparticle correction vanishes while every root keeps its distance

Let a real self-energy S(w) be a constant plus finitely many simple poles, and let p_k be a pole with nonzero residue that coincides with no other pole. As the starting energy e approaches p_k, the renormalization factor Z(e) = 1/(1 − S′(e)) and the linearized correction Z(e)S(e) both tend to 0. Yet there is a δ > 0 such that, for every e within δ of p_k, each solution E of E = e + S(E) lies at least δ away from e.

For G0W0 practice this means, within a model of one orbital and finitely many unbroadened poles, that a small linearized correction does not by itself guarantee that a solution of the quasiparticle equation is nearby.

## The self-energy and its linearization

The poles are labelled by i in a finite index set, `ι` in the code. For two poles, the index set has two elements.

```lean
import Mathlib

open Filter Topology

noncomputable section

namespace GWLinearizationNearPole

variable {ι : Type*} [Fintype ι] {c : ℝ} {a p : ι → ℝ} {k : ι}
```

The self-energy is

S(w) = c + Σ_i a_i/(w − p_i).

It stands for the diagonal matrix element, for one orbital, of the self-energy minus the mean-field exchange-correlation potential; for short it is called the self-energy here. The constant c collects the frequency-independent part, such as exchange minus the mean-field exchange-correlation potential. The poles p_i and residues a_i represent the correlation part. All of these are real parameters, held fixed while e varies; they are not computed from a Green's function and a screened interaction. There is no imaginary broadening, and off-diagonal elements are left out.

```lean
/-- The self-energy `c + ∑ a i / (w - p i)` with static part `c`, poles `p i` and residues `a i`,
for frequencies `w` away from the poles. -/
def selfEnergy (c : ℝ) (a p : ι → ℝ) (w : ℝ) : ℝ := c + ∑ i, a i / (w - p i)
```

Expanding S to first order about e turns E = e + S(E) into

E − e ≈ S(e) + S′(e)(E − e).

Solving for E − e gives

E − e ≈ Z(e)S(e), with Z(e) = 1/(1 − S′(e)).

The code uses the actual derivative of S in Z.

```lean
/-- The renormalization factor `Z = 1 / (1 - S'(e))`, for `e` away from the poles and
`S'(e) ≠ 1`. -/
def renormFactor (c : ℝ) (a p : ι → ℝ) (e : ℝ) : ℝ :=
  1 / (1 - deriv (selfEnergy c a p) e)

/-- The linearized quasiparticle correction `Z(e) S(e)`, on the domain of `Z`. -/
def linearizedCorrection (c : ℝ) (a p : ι → ℝ) (e : ℝ) : ℝ :=
  renormFactor c a p e * selfEnergy c a p e
```

A quasiparticle root is a real E that solves the equation without linearization. It must also lie off every pole. Lean assigns the value 0 to division by zero, so without this condition a pole could pass for a solution.

```lean
/-- `E` is not a pole and solves the quasiparticle equation `E = e + S(E)`. -/
def IsQuasiparticleRoot (c : ℝ) (a p : ι → ℝ) (e E : ℝ) : Prop :=
  (∀ i, E ≠ p i) ∧ E = e + selfEnergy c a p E
```

## The slope away from the poles

Each term a_i/(w − p_i) has derivative −a_i/(w − p_i)², so for w off all poles

S′(w) = −Σ_i a_i/(w − p_i)².

The proof differentiates one term with the quotient rule, sums over i and adds the constant c.

```lean
/-- Away from the poles the self-energy has slope `-∑ a i / (w - p i)^2`. -/
theorem hasDerivAt_selfEnergy {w : ℝ} (hw : ∀ i, w ≠ p i) :
    HasDerivAt (selfEnergy c a p) (-∑ i, a i / (w - p i) ^ 2) w := by
  have h : ∀ i ∈ (Finset.univ : Finset ι),
      HasDerivAt (fun x => a i / (x - p i)) (-(a i / (w - p i) ^ 2)) w := by
    intro i _
    have h1 := (hasDerivAt_const w (a i)).fun_div
      ((hasDerivAt_id' w).sub_const (p i)) (sub_ne_zero.mpr (hw i))
    exact h1.congr_deriv (by ring)
  have h2 := (HasDerivAt.fun_sum h).const_add c
  rw [Finset.sum_neg_distrib] at h2
  exact h2
```

## Isolating the resonant term

Let n ≥ 1 and multiply a sum of n-th order poles by (w − p_k)ⁿ:

(w − p_k)ⁿ Σ_i a_i/(w − p_i)ⁿ = a_k + Σ_{i≠k} a_i (w − p_k)ⁿ/(w − p_i)ⁿ.

As w → p_k, each term with i ≠ k has a denominator with a nonzero limit and a numerator that goes to 0. Only a_k remains.

The hypothesis `hp` says that no other pole sits at p_k; the other poles may coincide among themselves. The filter `𝓝[≠] (p k)` expresses that w approaches p_k without being equal to it. The case split on `i = k` separates the constant resonant term from the others, which are handled by continuity, and the limits are then added.

```lean
/-- Multiplying a sum of `n`-th order poles by `(w - p k)^n` and letting `w` tend to `p k` leaves
the coefficient `a k`, if `n ≠ 0` and no other pole sits at `p k`. -/
theorem tendsto_pole_coefficient (hp : ∀ i, i ≠ k → p i ≠ p k) {n : ℕ} (hn : n ≠ 0) :
    Tendsto (fun w => (w - p k) ^ n * ∑ i, a i / (w - p i) ^ n) (𝓝[≠] (p k)) (𝓝 (a k)) := by
  classical
  have h : ∀ i ∈ (Finset.univ : Finset ι),
      Tendsto (fun w => (w - p k) ^ n * (a i / (w - p i) ^ n)) (𝓝[≠] (p k))
        (𝓝 (if i = k then a k else 0)) := by
    intro i _
    by_cases hi : i = k
    · -- the resonant term is constant
      rw [hi, if_pos rfl]
      refine tendsto_const_nhds.congr' ?_
      filter_upwards [self_mem_nhdsWithin] with w hw
      have h1 : w - p k ≠ 0 := sub_ne_zero.mpr hw
      have h2 := pow_ne_zero n h1
      field_simp
    · -- every other term is continuous at `p k` and vanishes there
      rw [if_neg hi]
      have hx : p k - p i ≠ 0 := sub_ne_zero.mpr (hp i hi).symm
      have hc : ContinuousAt (fun w => (w - p k) ^ n * (a i / (w - p i) ^ n)) (p k) :=
        ContinuousAt.mul (by fun_prop)
          (ContinuousAt.div (by fun_prop) (by fun_prop) (pow_ne_zero n hx))
      have h3 := hc.tendsto.mono_left (nhdsWithin_le_nhds (s := {p k}ᶜ))
      rw [sub_self, zero_pow hn, zero_mul] at h3
      exact h3
  have h4 := tendsto_finsetSum Finset.univ h
  simpa [Finset.mul_sum] using h4
```

The offset w − p_k itself tends to 0, which is recorded for a general point x.

```lean
/-- The offset `w - x` tends to zero as `w` tends to `x`. -/
private theorem tendsto_offset (x : ℝ) : Tendsto (fun w => w - x) (𝓝[≠] x) (𝓝 0) := by
  have hc : ContinuousAt (fun w : ℝ => w - x) x := by fun_prop
  have h := hc.tendsto.mono_left (nhdsWithin_le_nhds (s := {x}ᶜ))
  rwa [sub_self] at h
```

With n = 1 this gives the leading behaviour of the self-energy:

(w − p_k)S(w) = (w − p_k)c + (w − p_k) Σ_i a_i/(w − p_i) → a_k.

```lean
/-- If no other pole sits at `p k`, the product `(w - p k) S(w)` tends to `a k` as `w` tends to `p
k`. -/
theorem tendsto_mul_selfEnergy (hp : ∀ i, i ≠ k → p i ≠ p k) :
    Tendsto (fun w => (w - p k) * selfEnergy c a p w) (𝓝[≠] (p k)) (𝓝 (a k)) := by
  have h := ((tendsto_offset (p k)).mul_const c).add
    (tendsto_pole_coefficient (a := a) hp one_ne_zero)
  rw [zero_mul, zero_add] at h
  refine h.congr (fun w => ?_)
  simp only [selfEnergy, pow_one]
  ring
```

With n = 2 and the formula for the slope,

(w − p_k)²(1 − S′(w)) = (w − p_k)² + (w − p_k)² Σ_i a_i/(w − p_i)² → a_k.

The slope formula needs w off all poles. The step `hoff` supplies this: w differs from p_k by assumption, and close enough to p_k it also differs from the finitely many other poles.

```lean
/-- If no other pole sits at `p k`, the product `(w - p k)^2 (1 - S'(w))` tends to `a k` as `w`
tends to `p k`. -/
theorem tendsto_sq_mul_slope (hp : ∀ i, i ≠ k → p i ≠ p k) :
    Tendsto (fun w => (w - p k) ^ 2 * (1 - deriv (selfEnergy c a p) w))
      (𝓝[≠] (p k)) (𝓝 (a k)) := by
  have h := ((tendsto_offset (p k)).pow 2).add
    (tendsto_pole_coefficient (a := a) hp two_ne_zero)
  rw [zero_pow two_ne_zero, zero_add] at h
  have hoff : ∀ᶠ w in 𝓝[≠] (p k), ∀ i, w ≠ p i := by
    refine eventually_all.2 (fun i => ?_)
    by_cases hi : i = k
    · rw [hi]
      exact self_mem_nhdsWithin
    · exact nhdsWithin_le_nhds (isOpen_ne.mem_nhds (hp i hi).symm)
  refine h.congr' ?_
  filter_upwards [hoff] with w hw
  rw [(hasDerivAt_selfEnergy hw).deriv]
  ring
```

## The linearized correction shrinks like the offset

Write x = e − p_k. The self-energy diverges like a_k/x, but 1 − S′(e) diverges faster, like a_k/x². Their quotient therefore goes to 0, at a definite rate:

Z(e)S(e)/x = [x S(e)] / [x²(1 − S′(e))] → a_k/a_k = 1.

This is where a_k ≠ 0 enters. The sign of a_k plays no role. To leading order the linearized energy is e + x, so the linearization moves the level away from the pole by as much as it was already displaced.

In the proof, `key` is the algebraic identity between the two quotients, and the limit follows by dividing the two previous results.

```lean
/-- As `e` tends to a pole `p k` with nonzero residue that coincides with no other pole, the ratio
of the linearized correction to the offset `e - p k` tends to one. -/
theorem tendsto_correction_ratio (hp : ∀ i, i ≠ k → p i ≠ p k) (ha : a k ≠ 0) :
    Tendsto (fun e => linearizedCorrection c a p e / (e - p k)) (𝓝[≠] (p k)) (𝓝 1) := by
  have key : ∀ x D S : ℝ, x ≠ 0 → (x * S) / (x ^ 2 * D) = 1 / D * S / x := by
    intro x D S hx
    rcases eq_or_ne D 0 with rfl | hD
    · simp
    · field_simp
  have h := (tendsto_mul_selfEnergy (c := c) (a := a) hp).div
    (tendsto_sq_mul_slope (c := c) (a := a) hp) ha
  rw [div_self ha] at h
  refine h.congr' ?_
  filter_upwards [self_mem_nhdsWithin] with e he
  exact key _ _ _ (sub_ne_zero.mpr he)
```

## Vanishing correction, persistent gap

The main theorem has three parts under the two hypotheses `hp` and `ha`: p_k is separate from the other poles, and its residue is nonzero. The first two parts are limits as e → p_k with e ≠ p_k. They follow from

Z(e) = x² / [x²(1 − S′(e))] → 0/a_k = 0,

Z(e)S(e) = [Z(e)S(e)/x] · x → 1 · 0 = 0.

The third part is the gap. Its δ may depend on c, the residues, the poles and k, but not on e or E. It covers e = p_k as well, because the equation evaluates S at E and not at e. It bounds the distance to whatever real roots there are, without claiming that any exist.

To find δ, use (w − p_k)S(w) → a_k: there is an ε > 0 such that

|w − p_k| |S(w)| > |a_k|/2 whenever 0 < |w − p_k| < ε.

With energies measured in a fixed unit, take

δ = min(ε/2, 1, |a_k|/4).

Suppose |e − p_k| < δ and some root E had |E − e| < δ. The triangle inequality gives

|E − p_k| ≤ |E − e| + |e − p_k| < 2δ.

Hence |E − p_k| is below both ε and 2. Since E is a root, S(E) = E − e, and so

|E − p_k| |S(E)| = |E − p_k| |E − e| ≤ 2|E − e| < |a_k|/2.

A root is never a pole, so E ≠ p_k, and this contradicts the lower bound at w = E. Physically, a root close to e would need a small self-energy, but close to the pole the self-energy is large.

In the third bullet of the code, `hev` carries the lower bound, `htri` is the triangle inequality, `hroot` replaces S(E) by E − e, and `h2` is the estimate with the factor 2.

```lean
/-- As `e` tends to a pole with nonzero residue that coincides with no other pole, `Z(e)` and the
linearized correction tend to zero, yet for all `e` within some fixed `δ > 0` of the pole every
quasiparticle root is at least `δ` away from `e`. -/
theorem linearization_fails_near_pole (hp : ∀ i, i ≠ k → p i ≠ p k) (ha : a k ≠ 0) :
    Tendsto (renormFactor c a p) (𝓝[≠] (p k)) (𝓝 0) ∧
    Tendsto (linearizedCorrection c a p) (𝓝[≠] (p k)) (𝓝 0) ∧
    ∃ δ > 0, ∀ e, |e - p k| < δ → ∀ E, IsQuasiparticleRoot c a p e E → δ ≤ |E - e| := by
  refine ⟨?_, ?_, ?_⟩
  · have h := ((tendsto_offset (p k)).pow 2).div (tendsto_sq_mul_slope (c := c) hp) ha
    rw [zero_pow two_ne_zero, zero_div] at h
    refine h.congr' ?_
    filter_upwards [self_mem_nhdsWithin] with e he
    have hx : (e - p k) ^ 2 ≠ 0 := pow_ne_zero 2 (sub_ne_zero.mpr he)
    have h1 := mul_div_mul_left 1 (1 - deriv (selfEnergy c a p) e) hx
    rw [mul_one] at h1
    exact h1
  · have h := (tendsto_correction_ratio (c := c) hp ha).mul (tendsto_offset (p k))
    rw [mul_zero] at h
    refine h.congr' ?_
    filter_upwards [self_mem_nhdsWithin] with e he
    exact div_mul_cancel₀ _ (sub_ne_zero.mpr he)
  · -- near the pole `|w - p k| |S(w)|` exceeds `|a k| / 2`
    have hpos : 0 < |a k| := abs_pos.mpr ha
    have hev := (tendsto_mul_selfEnergy (c := c) hp).abs.eventually_const_lt
      (half_lt_self hpos)
    rw [eventually_nhdsWithin_iff, Metric.eventually_nhds_iff] at hev
    obtain ⟨ε, hε, hS⟩ := hev
    refine ⟨min (ε / 2) (min 1 (|a k| / 4)), by positivity, ?_⟩
    intro e he E hE
    by_contra hlt
    rw [not_le] at hlt
    obtain ⟨he1, he2⟩ := lt_min_iff.mp he
    obtain ⟨hl1, hl2⟩ := lt_min_iff.mp hlt
    obtain ⟨he3, -⟩ := lt_min_iff.mp he2
    obtain ⟨hl3, hl4⟩ := lt_min_iff.mp hl2
    have htri : |E - p k| ≤ |E - e| + |e - p k| := abs_sub_le E e (p k)
    have h1 := hS (y := E) (by rw [Real.dist_eq]; linarith) (hE.1 k)
    have hroot : selfEnergy c a p E = E - e := by linarith [hE.2]
    rw [hroot, abs_mul] at h1
    have h2 : |E - p k| * |E - e| ≤ 2 * |E - e| :=
      mul_le_mul_of_nonneg_right (by linarith) (abs_nonneg _)
    linarith
```

## The linearized energy misses every root

The gap so far is measured from e. The same holds for the energy that the linearization predicts, e + Z(e)S(e). Let d be the gap just found. Close enough to the pole, |Z(e)S(e)| < d/2, so every root E satisfies

|E − e − Z(e)S(e)| ≥ |E − e| − |Z(e)S(e)| ≥ d − d/2 = d/2.

The point e = p_k is now excluded, since Z and S are evaluated at e. The code takes the minimum of d/2 and the radius ε on which the correction is small; this one number serves both as the neighbourhood of the pole and as the guaranteed error.

```lean
/-- For `e` close to, but not at, a pole with nonzero residue that coincides with no other pole, the
linearized energy `e + Z(e) S(e)` misses every quasiparticle root by at least a fixed `δ > 0`. -/
theorem linearized_energy_misses_roots (hp : ∀ i, i ≠ k → p i ≠ p k) (ha : a k ≠ 0) :
    ∃ δ > 0, ∀ e, e ≠ p k → |e - p k| < δ → ∀ E, IsQuasiparticleRoot c a p e E →
      δ ≤ |E - (e + linearizedCorrection c a p e)| := by
  obtain ⟨-, hL, d, hd, hgap⟩ := linearization_fails_near_pole (c := c) hp ha
  have hev := hL.abs.eventually_lt_const (show |(0 : ℝ)| < d / 2 by rw [abs_zero]; linarith)
  rw [eventually_nhdsWithin_iff, Metric.eventually_nhds_iff] at hev
  obtain ⟨ε, hε, hsmall⟩ := hev
  refine ⟨min ε (d / 2), by positivity, ?_⟩
  intro e hne he E hE
  obtain ⟨he1, he2⟩ := lt_min_iff.mp he
  have h1 := hsmall (y := e) (by rw [Real.dist_eq]; exact he1) hne
  have h2 := hgap e (by linarith) E hE
  have h3 := abs_sub_abs_le_abs_sub (E - e) (linearizedCorrection c a p e)
  rw [sub_sub] at h3
  exact (min_le_right _ _).trans (by linarith)
```

## One pole, with the roots written out

Take a single pole p with residue a > 0, set c = 0, and put e exactly at p. The quasiparticle equation becomes

E − p = a/(E − p), that is, (E − p)² = a.

Its solutions are E = p + √a and E = p − √a, so here the gap is between e and two actual roots, each at distance √a.

The one-element index set is `Unit`. In the forward direction the proof factors the quadratic as (E − p − √a)(E − p + √a) = 0; in the reverse direction it substitutes each value and checks that it is not the pole.

```lean
/-- For a single pole of residue `a > 0`, no static part and `e` exactly at the pole `p`, the
quasiparticle roots are `p + √a` and `p - √a`. -/
theorem single_pole_roots {a p : ℝ} (ha : 0 < a) (E : ℝ) :
    IsQuasiparticleRoot 0 (fun _ : Unit => a) (fun _ => p) p E ↔
      E = p + √a ∨ E = p - √a := by
  have hs : √a * √a = a := Real.mul_self_sqrt ha.le
  have hs0 : 0 < √a := Real.sqrt_pos.mpr ha
  have hS : selfEnergy 0 (fun _ : Unit => a) (fun _ => p) E = a / (E - p) := by
    simp [selfEnergy]
  unfold IsQuasiparticleRoot
  rw [hS]
  constructor
  · rintro ⟨hne, hE⟩
    have hx : E - p ≠ 0 := sub_ne_zero.mpr (hne ())
    have h1 : a / (E - p) = E - p := by linarith
    rw [div_eq_iff hx] at h1
    have h2 : (E - p - √a) * (E - p + √a) = 0 := by linear_combination -h1 - hs
    rcases mul_eq_zero.mp h2 with h | h
    · left; linarith
    · right; linarith
  · intro h
    have hx : E - p ≠ 0 := by
      rcases h with h | h
      · exact ne_of_gt (by linarith)
      · exact ne_of_lt (by linarith)
    have h1 : a / (E - p) = E - p := by
      rw [div_eq_iff hx]
      rcases h with h | h <;> rw [h] <;> linear_combination -hs
    exact ⟨fun _ => sub_ne_zero.mp hx, by linarith⟩

end GWLinearizationNearPole
```

```lean
#print axioms GWLinearizationNearPole.linearization_fails_near_pole
#print axioms GWLinearizationNearPole.linearized_energy_misses_roots
#print axioms GWLinearizationNearPole.single_pole_roots
```

```
'GWLinearizationNearPole.linearization_fails_near_pole' depends on axioms: [propext, Classical.choice, Quot.sound]
'GWLinearizationNearPole.linearized_energy_misses_roots' depends on axioms: [propext, Classical.choice, Quot.sound]
'GWLinearizationNearPole.single_pole_roots' depends on axioms: [propext, Classical.choice, Quot.sound]
```
